# Counting the negative eigenvalues of a bordered Hessian with independent constraints

After a constrained geometry optimisation with Lagrange multipliers, one can test the stationary point by counting the negative eigenvalues of the Hessian of the Lagrangian restricted to the displacements that the constraints allow to first order. If the multipliers are kept as variables, the matrix to diagonalise is larger than the Hessian, and its count must be translated into one for the displacements that the constraints allow.

Let there be $n$ coordinates and $m$ constraints. The real symmetric matrix $A$ is the Hessian of the Lagrangian in the coordinates, including constraint curvature, and the rows of $C$ are the constraint gradients. In Lean, `n`, `m` and `k` are finite index types, whose sizes are the numbers written here.

```lean
import Mathlib

open Matrix

noncomputable section

namespace ConstrainedSaddleIndex

variable {n m k : Type*} [Fintype n] [Fintype m] [Fintype k]
  [DecidableEq n] [DecidableEq m] [DecidableEq k]
```

Write $\nu(A)$ for the number of negative eigenvalues with multiplicity, `negIndex` in Lean.

```lean
/-- The number of negative eigenvalues of a real symmetric matrix, counted with multiplicity. -/
def negIndex {A : Matrix n n ℝ} (hA : A.IsHermitian) : ℕ :=
  Fintype.card {i // hA.eigenvalues i < 0}
```

The bordered Hessian is
$$K=\begin{pmatrix}A&C^T\\C&0\end{pmatrix},$$
indexed by `n ⊕ m`, coordinates followed by multipliers. It is the Hessian, in coordinates and multipliers together, of a Lagrangian in which the constraint terms are added to the energy. Subtracting them instead replaces $C$ by $-C$, which has the same rank and kernel.

```lean
/-- The bordered Hessian of a constrained problem, with Hessian `A` and constraint gradients
the rows of `C`. -/
def bordered (A : Matrix n n ℝ) (C : Matrix m n ℝ) : Matrix (n ⊕ m) (n ⊕ m) ℝ :=
  fromBlocks A Cᵀ C 0
```

The $k$ columns of $Z$ form a basis of $\ker C$: $Z$ is injective and its range is $\ker C$. The reduced Hessian is $B=Z^TAZ$. For orthonormal columns it represents the compression of $A$ to $\ker C$, but orthonormality is not required.

```lean
/-- The columns of `Z` are a basis of the displacements that respect the linearised
constraints. -/
def IsKernelBasis (C : Matrix m n ℝ) (Z : Matrix n k ℝ) : Prop :=
  (∀ y, Z *ᵥ y = 0 → y = 0) ∧ ∀ x, C *ᵥ x = 0 ↔ ∃ y, Z *ᵥ y = x
```

## (a) Symmetry

**Task.** Show that $K^T=K$ and $B^T=B$.

**Solution.** Transposing $K$ swaps the positions of its off-diagonal blocks and transposes every block. This puts $C^T$ and $C$ back in their places, and $A^T=A$. Likewise $(Z^TAZ)^T=Z^TA^TZ=Z^TAZ$. For real matrices, `IsHermitian` means symmetric.

```lean
omit [Fintype m] [Fintype k] [DecidableEq n] [DecidableEq m] [DecidableEq k] in
/-- The bordered Hessian and the reduced Hessian are symmetric when the Hessian is. -/
theorem isHermitian_pair {A : Matrix n n ℝ} (hA : A.IsHermitian) (C : Matrix m n ℝ)
    (Z : Matrix n k ℝ) : (bordered A C).IsHermitian ∧ (Zᵀ * A * Z).IsHermitian := by
  constructor
  · exact Matrix.IsHermitian.fromBlocks hA (by ext i j; simp) (by ext i j; simp)
  · have h := isHermitian_conjTranspose_mul_mul Z hA
    rwa [conjTranspose_eq_transpose_of_trivial] at h
```

## (b) Change of coordinates

**Task.** For any matrix $V$ with $n$ rows, show that $(Vs)\cdot A(Vs)=s\cdot(V^TAV)s$.

**Solution.** Move the left factor $V$ across the dot product as $V^T$. The comments in the code call $x\cdot Ax$ the energy form, although $A$ also contains the constraint curvature.

```lean
omit [DecidableEq n] [DecidableEq k] in
/-- The energy form in new coordinates is the form of the transformed Hessian. -/
theorem form_congr (A : Matrix n n ℝ) (V : Matrix n k ℝ) (s : k → ℝ) :
    (V *ᵥ s) ⬝ᵥ (A *ᵥ (V *ᵥ s)) = s ⬝ᵥ ((Vᵀ * A * V) *ᵥ s) := by
  rw [← mulVec_mulVec, ← mulVec_mulVec, Matrix.dotProduct_mulVec s Vᵀ, vecMul_transpose]
```

## (c) Eigenmodes

**Task.** Find an orthogonal $U$ with $x\cdot Ax=\sum_i\alpha_i(U^Tx)_i^2$, where $\alpha_i$ are the eigenvalues of $A$.

**Solution.** Take orthonormal eigenvectors as the columns of $U$. Then $U^TU=1$ and $AU=U\,\mathrm{diag}(\alpha)$, so $U^TAU=\mathrm{diag}(\alpha)$. Insert $x=U(U^Tx)$ into (b). These eigenvectors, called `normal_modes` in Lean, need not be the vibrational normal modes, which also depend on the masses.

```lean
/-- Eigenmodes: an orthogonal matrix diagonalises the Hessian, and the energy form is the sum of
eigenvalues times squared mode amplitudes. -/
theorem normal_modes {A : Matrix n n ℝ} (hA : A.IsHermitian) :
    ∃ U : Matrix n n ℝ, Uᵀ * U = 1 ∧ Uᵀ * A * U = diagonal hA.eigenvalues ∧
      ∀ x, x ⬝ᵥ (A *ᵥ x) = ∑ i, hA.eigenvalues i * (Uᵀ *ᵥ x) i ^ 2 := by
  let U : Matrix n n ℝ := Matrix.of fun i j => (hA.eigenvectorBasis j).ofLp i
  have h1 : Uᵀ * U = 1 := by
    ext i j
    have h := orthonormal_iff_ite.mp hA.eigenvectorBasis.orthonormal i j
    rw [PiLp.inner_apply] at h
    simpa [U, Matrix.mul_apply, Matrix.one_apply, mul_comm] using h
  have h2 : A * U = U * diagonal hA.eigenvalues := by
    ext i j
    rw [mul_diagonal]
    exact (congrFun (hA.mulVec_eigenvectorBasis j) i).trans (mul_comm _ _)
  have h3 : Uᵀ * A * U = diagonal hA.eigenvalues := by
    rw [mul_assoc, h2, ← mul_assoc, h1, one_mul]
  refine ⟨U, h1, h3, fun x => ?_⟩
  have hx : U *ᵥ (Uᵀ *ᵥ x) = x := by
    rw [mulVec_mulVec, mul_eq_one_comm.mp h1, one_mulVec]
  have h := form_congr A U (Uᵀ *ᵥ x)
  rw [hx, h3] at h
  rw [h]
  simp only [dotProduct, mulVec_diagonal]
  exact Finset.sum_congr rfl fun i _ => by ring
```

## (d) Descent spaces

**Task.** Let $f$ map a real vector space $E$ linearly into the coordinates, with $f(e)\cdot Af(e)<0$ for every $e\ne0$. Show that $\dim E\le\nu(A)$.

**Solution.** Send $e$ to the amplitudes of $f(e)$ in the negative modes. If these all vanish, (c) gives a nonnegative form, so $e=0$. The map is injective, which bounds the dimension.

```lean
/-- A space of displacements on which the energy form is negative definite has dimension at most
the number of negative eigenvalues. -/
theorem finrank_le_negIndex {E : Type*} [AddCommGroup E] [Module ℝ E] {A : Matrix n n ℝ}
    (hA : A.IsHermitian) (f : E →ₗ[ℝ] (n → ℝ))
    (hf : ∀ e, e ≠ 0 → f e ⬝ᵥ (A *ᵥ f e) < 0) : Module.finrank ℝ E ≤ negIndex hA := by
  obtain ⟨U, -, -, hq⟩ := normal_modes hA
  -- project onto the amplitudes of the negative modes
  let g : E →ₗ[ℝ] ({i // hA.eigenvalues i < 0} → ℝ) :=
    LinearMap.funLeft ℝ ℝ Subtype.val ∘ₗ Uᵀ.mulVecLin ∘ₗ f
  have hg : Function.Injective g := by
    refine (injective_iff_map_eq_zero g).2 fun e he => ?_
    by_contra hne
    have h := hf e hne
    rw [hq] at h
    refine absurd h (not_lt.2 (Finset.sum_nonneg fun i _ => ?_))
    by_cases hi : hA.eigenvalues i < 0
    · have hc : (Uᵀ *ᵥ f e) i = 0 := congrFun he ⟨i, hi⟩
      simp [hc]
    · exact mul_nonneg (not_lt.1 hi) (sq_nonneg _)
  have h := LinearMap.finrank_le_finrank_of_injective hg
  rwa [Module.finrank_fintype_fun_eq_card] at h
```

## (e) Nonnegative spaces

**Task.** If $f$ is injective and $f(e)\cdot Af(e)\ge0$ for all $e$, show that $\dim E+\nu(A)\le n$.

**Solution.** Now keep the amplitudes of the other $n-\nu(A)$ modes. If they vanish, the form is a sum of nonpositive terms yet nonnegative, so every term is zero. The negative-mode amplitudes vanish too, hence $f(e)=0$ and $e=0$.

```lean
/-- The dimension of a space of displacements with nonnegative energy form and the number of
negative eigenvalues add up to at most the number of coordinates. -/
theorem finrank_add_negIndex_le {E : Type*} [AddCommGroup E] [Module ℝ E] {A : Matrix n n ℝ}
    (hA : A.IsHermitian) (f : E →ₗ[ℝ] (n → ℝ)) (hinj : ∀ e, f e = 0 → e = 0)
    (hf : ∀ e, 0 ≤ f e ⬝ᵥ (A *ᵥ f e)) :
    Module.finrank ℝ E + negIndex hA ≤ Fintype.card n := by
  obtain ⟨U, h1, -, hq⟩ := normal_modes hA
  let g : E →ₗ[ℝ] ({i // ¬ hA.eigenvalues i < 0} → ℝ) :=
    LinearMap.funLeft ℝ ℝ Subtype.val ∘ₗ Uᵀ.mulVecLin ∘ₗ f
  have hg : Function.Injective g := by
    refine (injective_iff_map_eq_zero g).2 fun e he => hinj e ?_
    have hc : ∀ i, ¬ hA.eigenvalues i < 0 → (Uᵀ *ᵥ f e) i = 0 :=
      fun i hi => congrFun he ⟨i, hi⟩
    have hn : ∀ i ∈ Finset.univ, hA.eigenvalues i * (Uᵀ *ᵥ f e) i ^ 2 ≤ 0 := by
      intro i _
      by_cases hi : hA.eigenvalues i < 0
      · exact mul_nonpos_of_nonpos_of_nonneg hi.le (sq_nonneg _)
      · simp [hc i hi]
    have h0 := hf e
    rw [hq] at h0
    have hz := (Finset.sum_eq_zero_iff_of_nonpos hn).1 (le_antisymm (Finset.sum_nonpos hn) h0)
    have hU : Uᵀ *ᵥ f e = 0 := by
      funext i
      by_cases hi : hA.eigenvalues i < 0
      · exact pow_eq_zero_iff two_ne_zero |>.1
          ((mul_eq_zero.1 (hz i (Finset.mem_univ i))).resolve_left hi.ne)
      · exact hc i hi
    rw [← one_mulVec (f e), ← mul_eq_one_comm.mp h1, ← mulVec_mulVec, hU, mulVec_zero]
  have h := LinearMap.finrank_le_finrank_of_injective hg
  rw [Module.finrank_fintype_fun_eq_card, Fintype.card_subtype_compl] at h
  have h' := Fintype.card_subtype_le fun i => hA.eigenvalues i < 0
  unfold negIndex
  omega
```

## (f) Decoupling the constraint violation

**Task.** Let $CR=1$ and $CW=0$. For tangent amplitudes $y$, violation $u$ and real $\sigma$, set
$$x=Wy+Ru,\qquad \lambda=\sigma u-R^TA\left(Wy+\tfrac12Ru\right).$$
Show that the form of $K$ at $(x,\lambda)$ is $(Wy)\cdot A(Wy)+2\sigma\,u\cdot u$.

```lean
/-- Coordinates adapted to the constraints: tangent amplitudes and constraint violations are sent
to a displacement together with a shifted multiplier. -/
def adapted (A : Matrix n n ℝ) (R : Matrix n m ℝ) (W : Matrix n k ℝ) (σ : ℝ) :
    ((k → ℝ) × (m → ℝ)) →ₗ[ℝ] (n ⊕ m → ℝ) where
  toFun z := Sum.elim (W *ᵥ z.1 + R *ᵥ z.2)
    (σ • z.2 - Rᵀ *ᵥ (A *ᵥ (W *ᵥ z.1 + (1 / 2 : ℝ) • (R *ᵥ z.2))))
  map_add' a b := by
    ext (i | i) <;> simp [mulVec_add, mulVec_smul] <;> ring
  map_smul' c a := by
    ext (i | i) <;> simp [mulVec_add, mulVec_smul] <;> ring
```

**Solution.** The form is $x\cdot Ax+2\lambda\cdot Cx$, and $Cx=u$. With $p=Wy$ and $q=Ru$ it becomes
$$p\cdot Ap+2p\cdot Aq+q\cdot Aq+2\sigma u\cdot u-2p\cdot Aq-q\cdot Aq,$$
where the symmetry of $A$ merges the cross terms. They cancel, as do the $q\cdot Aq$ terms.

```lean
omit [DecidableEq n] [DecidableEq k] in
/-- In adapted coordinates the bordered form splits into the energy of the tangent displacement
and a multiple of the squared constraint violation. -/
theorem bordered_form_adapted {A : Matrix n n ℝ} (hA : A.IsHermitian) {C : Matrix m n ℝ}
    {R : Matrix n m ℝ} (hR : C * R = 1) {W : Matrix n k ℝ} (hW : ∀ y, C *ᵥ (W *ᵥ y) = 0)
    (σ : ℝ) (z : (k → ℝ) × (m → ℝ)) :
    adapted A R W σ z ⬝ᵥ (bordered A C *ᵥ adapted A R W σ z) =
      (W *ᵥ z.1) ⬝ᵥ (A *ᵥ (W *ᵥ z.1)) + 2 * σ * (z.2 ⬝ᵥ z.2) := by
  obtain ⟨y, u⟩ := z
  have hb : ∀ (x : n → ℝ) (l : m → ℝ), Sum.elim x l ⬝ᵥ (bordered A C *ᵥ Sum.elim x l) =
      x ⬝ᵥ (A *ᵥ x) + 2 * (l ⬝ᵥ (C *ᵥ x)) := by
    intro x l
    have e : bordered A C *ᵥ Sum.elim x l = Sum.elim (A *ᵥ x + Cᵀ *ᵥ l) (C *ᵥ x) := by
      rw [bordered, fromBlocks_mulVec]; simp
    have d : ∀ a b, Sum.elim x l ⬝ᵥ Sum.elim a b = x ⬝ᵥ a + l ⬝ᵥ b := by
      intro a b; simp [dotProduct, Fintype.sum_sum_type]
    have h : x ⬝ᵥ (Cᵀ *ᵥ l) = l ⬝ᵥ (C *ᵥ x) := by
      rw [Matrix.dotProduct_mulVec, vecMul_transpose, dotProduct_comm (C *ᵥ x) l]
    rw [e, d, dotProduct_add, h]; ring
  have hC : C *ᵥ (W *ᵥ y + R *ᵥ u) = u := by
    rw [mulVec_add, hW, mulVec_mulVec, hR, one_mulVec, zero_add]
  have ht : ∀ w : n → ℝ, (Rᵀ *ᵥ w) ⬝ᵥ u = w ⬝ᵥ (R *ᵥ u) := fun w => by
    rw [mulVec_transpose, ← Matrix.dotProduct_mulVec]
  have hT : Aᵀ = A := by rw [← conjTranspose_eq_transpose_of_trivial]; exact hA
  have hs : (W *ᵥ y) ⬝ᵥ (A *ᵥ (R *ᵥ u)) = (R *ᵥ u) ⬝ᵥ (A *ᵥ (W *ᵥ y)) := by
    rw [Matrix.dotProduct_mulVec, ← mulVec_transpose, hT, dotProduct_comm (A *ᵥ (W *ᵥ y))]
  change Sum.elim _ _ ⬝ᵥ (bordered A C *ᵥ Sum.elim _ _) = _
  rw [hb, hC, sub_dotProduct, ht]
  simp only [mulVec_add, mulVec_smul, dotProduct_add, add_dotProduct, smul_dotProduct,
    smul_eq_mul]
  rw [dotProduct_comm (A *ᵥ (W *ᵥ y)) (R *ᵥ u), dotProduct_comm (A *ᵥ (R *ᵥ u)) (R *ᵥ u)]
  linear_combination hs
```

## (g) The eigenvalue count

**Task.** For $C$ of rank $m$, show that $\nu(K)=m+\nu(B)$.

**Solution.** The rank hypothesis `hC` says that no constraint is redundant to first order. It supplies $R$ with $CR=1$, and rank–nullity gives $n\le k+m$.

Diagonalise $B$, with eigenvalues $\beta_i$, select some modes as the columns of $V$, and put $W=ZV$. Then $CW=0$, $W$ is injective, and $(Wy)\cdot A(Wy)=\sum_i\beta_iy_i^2$, summed over the selected modes.

- **Lower bound (`lower`).** Select $\beta_i<0$ and $\sigma=-1$. The form in (f) is negative unless $y=u=0$, so (d) gives $\nu(B)+m\le\nu(K)$.
- **Upper bound (`upper`).** Select $\beta_i\ge0$ and $\sigma=1$. The form is nonnegative. The map is injective, since $x=0$ gives $u=Cx=0$ and then $y=0$. By (e), $k-\nu(B)+m+\nu(K)\le n+m$, hence $\nu(K)\le m+\nu(B)$.

```lean
/-- For independent constraints, the bordered Hessian has as many negative eigenvalues as there
are constraints plus the number of negative eigenvalues of the reduced Hessian. -/
theorem negIndex_bordered {A : Matrix n n ℝ} (hA : A.IsHermitian) {C : Matrix m n ℝ}
    (hC : C.rank = Fintype.card m) {Z : Matrix n k ℝ} (hZ : IsKernelBasis C Z) :
    negIndex (isHermitian_pair hA C Z).1 =
      Fintype.card m + negIndex (isHermitian_pair hA C Z).2 := by
  have hB := (isHermitian_pair hA C Z).2
  rw [Matrix.rank] at hC
  -- independent constraints admit a right inverse
  obtain ⟨R, hR⟩ : ∃ R : Matrix n m ℝ, C * R = 1 := by
    have ht : LinearMap.range C.mulVecLin = ⊤ := Submodule.eq_top_of_finrank_eq
      (by rw [hC, Module.finrank_fintype_fun_eq_card])
    choose r hr using fun j : m => LinearMap.range_eq_top.1 ht (Pi.single j 1)
    refine ⟨Matrix.of fun i j => r j i, ?_⟩
    ext i j
    have h : (C *ᵥ r j) i = (Pi.single j 1 : m → ℝ) i := congrFun (hr j) i
    rw [Matrix.one_apply, ← Pi.single_apply, ← h]
    rfl
  have hdim : Fintype.card n ≤ Fintype.card k + Fintype.card m := by
    have hk : LinearMap.ker C.mulVecLin = LinearMap.range Z.mulVecLin := by
      ext x
      rw [LinearMap.mem_ker, LinearMap.mem_range]
      exact hZ.2 x
    have h := LinearMap.finrank_range_add_finrank_ker C.mulVecLin
    have h' := LinearMap.finrank_range_le Z.mulVecLin
    rw [hk, hC, Module.finrank_fintype_fun_eq_card] at h
    rw [Module.finrank_fintype_fun_eq_card] at h'
    omega
  obtain ⟨U, h1, h2, -⟩ := normal_modes hB
  -- a selection of eigenmodes of the reduced Hessian, lifted to full displacements
  have modes : ∀ (p : k → Prop) [DecidablePred p], ∃ W : Matrix n {i // p i} ℝ,
      (∀ s, C *ᵥ (W *ᵥ s) = 0) ∧ (∀ s, W *ᵥ s = 0 → s = 0) ∧
      ∀ s, (W *ᵥ s) ⬝ᵥ (A *ᵥ (W *ᵥ s)) = ∑ i, hB.eigenvalues i.1 * s i ^ 2 := by
    intro p _
    let V : Matrix k {i // p i} ℝ := U.submatrix id Subtype.val
    have v1 : Vᵀ * V = 1 := by
      ext i j
      rw [show (Vᵀ * V) i j = (Uᵀ * U) i.1 j.1 from rfl, h1]
      simp [Matrix.one_apply, Subtype.ext_iff]
    have v2 : Vᵀ * (Zᵀ * A * Z) * V = diagonal fun i => hB.eigenvalues i.1 := by
      ext i j
      rw [show (Vᵀ * (Zᵀ * A * Z) * V) i j = (Uᵀ * (Zᵀ * A * Z) * U) i.1 j.1 from rfl, h2]
      simp [diagonal_apply, Subtype.ext_iff]
    refine ⟨Z * V, fun s => ?_, fun s hs => ?_, fun s => ?_⟩
    · rw [← mulVec_mulVec s Z V]
      exact (hZ.2 _).2 ⟨_, rfl⟩
    · rw [← mulVec_mulVec] at hs
      rw [← one_mulVec s, ← v1, ← mulVec_mulVec, hZ.1 _ hs, mulVec_zero]
    · rw [← mulVec_mulVec s Z V, form_congr A Z, form_congr _ V, v2]
      simp only [dotProduct, mulVec_diagonal]
      exact Finset.sum_congr rfl fun i _ => by ring
  have uu : ∀ u : m → ℝ, 0 ≤ u ⬝ᵥ u := fun u => Finset.sum_nonneg fun i _ => mul_self_nonneg _
  -- lower bound from the negative modes
  have lower : negIndex hB + Fintype.card m ≤ negIndex (isHermitian_pair hA C Z).1 := by
    obtain ⟨W, w1, -, w3⟩ := modes fun i => hB.eigenvalues i < 0
    have h := finrank_le_negIndex (isHermitian_pair hA C Z).1 (adapted A R W (-1)) (by
      intro z hz
      rw [bordered_form_adapted hA hR w1, w3]
      by_contra hcon
      have hn : ∀ i ∈ Finset.univ, hB.eigenvalues i.1 * z.1 i ^ 2 ≤ 0 :=
        fun i _ => mul_nonpos_of_nonpos_of_nonneg i.2.le (sq_nonneg _)
      have hS := Finset.sum_nonpos hn
      have hu := uu z.2
      have hz2 : z.2 = 0 := dotProduct_self_eq_zero.1 (by linarith)
      have hz1 := (Finset.sum_eq_zero_iff_of_nonpos hn).1 (by linarith)
      refine hz (Prod.ext (funext fun i => ?_) hz2)
      exact pow_eq_zero_iff two_ne_zero |>.1
        ((mul_eq_zero.1 (hz1 i (Finset.mem_univ i))).resolve_left i.2.ne))
    rwa [Module.finrank_prod, Module.finrank_fintype_fun_eq_card,
      Module.finrank_fintype_fun_eq_card] at h
  -- upper bound from the remaining modes
  obtain ⟨W, w1, w2, w3⟩ := modes fun i => ¬ hB.eigenvalues i < 0
  have upper := finrank_add_negIndex_le (isHermitian_pair hA C Z).1 (adapted A R W 1) (by
      intro z hz
      have hx : W *ᵥ z.1 + R *ᵥ z.2 = 0 := funext fun i => congrFun hz (Sum.inl i)
      have hu : z.2 = 0 := by
        have h := congrArg (fun x => C *ᵥ x) hx
        simpa only [mulVec_add, w1, mulVec_mulVec, hR, one_mulVec, zero_add, mulVec_zero] using h
      rw [hu, mulVec_zero, add_zero] at hx
      exact Prod.ext (w2 _ hx) hu) (by
      intro z
      rw [bordered_form_adapted hA hR w1, w3]
      have hS : 0 ≤ ∑ i : {i // ¬ hB.eigenvalues i < 0}, hB.eigenvalues i.1 * z.1 i ^ 2 :=
        Finset.sum_nonneg fun i _ => mul_nonneg (not_lt.1 i.2) (sq_nonneg _)
      linarith [uu z.2])
  rw [Module.finrank_prod, Module.finrank_fintype_fun_eq_card,
    Module.finrank_fintype_fun_eq_card, Fintype.card_subtype_compl, Fintype.card_sum] at upper
  have hle := Fintype.card_subtype_le fun i => hB.eigenvalues i < 0
  change Fintype.card {i // hB.eigenvalues i < 0} + _ ≤ _ at lower
  change _ = _ + Fintype.card {i // hB.eigenvalues i < 0}
  omega
```

## (h) A test for constrained minima

**Task.** Under the same hypotheses, show that $\nu(K)=m$ if and only if $x\cdot Ax\ge0$ whenever $Cx=0$.

**Solution.** By (g), the left side means $\nu(B)=0$. A tangent $x=Zy$ with $x\cdot Ax<0$ would make the form of $B$ negative on the line through $y$, so (d) would give $\nu(B)\ge1$. Conversely, (e) with the identity map gives $k+\nu(B)\le k$.

At a constrained local minimum with independent constraint gradients, $x\cdot Ax\ge0$ for every tangent $x$. This is the standard second-order necessary condition, which is not proved here. With it, the theorem says that $K$ has exactly $m$ negative eigenvalues at such a minimum, so for $m\ge1$ their presence does not signal a saddle point. Conversely, a stationary point with $\nu(K)=m$ need not be a minimum if $B$ has a zero eigenvalue, because higher-order terms can then decide.

```lean
/-- For independent constraints, the bordered Hessian has exactly as many negative eigenvalues as
there are constraints if and only if the energy form is nonnegative on all displacements tangent to
the constraints. -/
theorem negIndex_bordered_eq_card_iff {A : Matrix n n ℝ} (hA : A.IsHermitian)
    {C : Matrix m n ℝ} (hC : C.rank = Fintype.card m) {Z : Matrix n k ℝ}
    (hZ : IsKernelBasis C Z) :
    negIndex (isHermitian_pair hA C Z).1 = Fintype.card m ↔
      ∀ x, C *ᵥ x = 0 → 0 ≤ x ⬝ᵥ (A *ᵥ x) := by
  rw [negIndex_bordered hA hC hZ]
  constructor
  · intro h x hx
    obtain ⟨y, rfl⟩ := (hZ.2 x).1 hx
    by_contra hneg
    rw [form_congr, not_le] at hneg
    -- a single descent direction already forces a negative eigenvalue
    have h1 := finrank_le_negIndex (isHermitian_pair hA C Z).2
      (LinearMap.toSpanSingleton ℝ (k → ℝ) y) (by
        intro t ht
        rw [LinearMap.toSpanSingleton_apply, mulVec_smul, dotProduct_smul, smul_dotProduct,
          smul_eq_mul, smul_eq_mul, ← mul_assoc]
        exact mul_neg_of_pos_of_neg (mul_self_pos.2 ht) hneg)
    rw [Module.finrank_self] at h1
    omega
  · intro h
    have h1 := finrank_add_negIndex_le (isHermitian_pair hA C Z).2 LinearMap.id
      (fun _ he => he) (fun y => by
        rw [LinearMap.id_apply, ← form_congr]
        exact h _ ((hZ.2 _).2 ⟨y, rfl⟩))
    rw [Module.finrank_fintype_fun_eq_card] at h1
    omega
```

## (i) Two coordinates with fixed sum

**Task.** For $C=(1\;\;1)$, show that $Z=(1,-1)^T$ is a kernel basis.

**Solution.** $Zy=0$ forces $y=0$, and $x_0+x_1=0$ holds exactly when $x=x_0(1,-1)^T$.

```lean
/-- For two coordinates with fixed sum, the antisymmetric displacement is a kernel basis. -/
theorem isKernelBasis_witness :
    IsKernelBasis (!![1, 1] : Matrix (Fin 1) (Fin 2) ℝ) (!![1; -1] : Matrix (Fin 2) (Fin 1) ℝ) := by
  refine ⟨fun y hy => ?_, fun x => ⟨fun h => ⟨fun _ => x 0, ?_⟩, ?_⟩⟩
  · ext i
    fin_cases i
    simpa [mulVec, dotProduct] using congrFun hy 0
  · have h0 : x 0 + x 1 = 0 := by
      simpa [mulVec, dotProduct, Fin.sum_univ_two] using congrFun h 0
    ext i
    fin_cases i
    · simp [mulVec, dotProduct]
    · simp [mulVec, dotProduct]
      linarith
  · rintro ⟨y, rfl⟩
    ext i
    fin_cases i
    simp [mulVec, dotProduct, Fin.sum_univ_two]

end ConstrainedSaddleIndex
```

```lean
#print axioms ConstrainedSaddleIndex.negIndex_bordered_eq_card_iff
-- 'ConstrainedSaddleIndex.negIndex_bordered_eq_card_iff' depends on axioms: [propext, Classical.choice, Quot.sound]
```
